# A positive definite $n\times n$ overlap matrix with distinct eigenvalues has exactly $2^n$ Hermitian orthogonalisers

When I orthonormalise a basis with overlap matrix $S$, should I admit every $X$ with $X^\dagger SX=1$, or only Hermitian $X$, for which the condition reads $XSX=1$? I had assumed that Hermiticity would leave only Löwdin's $S^{-1/2}$. But $-S^{-1/2}$ passes the same check. How many others are there, and what singles out Löwdin's?

## One free sign for each eigenvector of the overlap matrix

Every $X$ with $X^\dagger SX=1$ orthonormalises the basis, so Hermiticity is an extra choice, not a requirement. If the eigenvalues of $S$ are distinct, there are $2^n$ Hermitian solutions, and positive definiteness singles out $S^{-1/2}$ among them.

First, every solution of $XSX=1$ commutes with $S$:

$$XS=XS(XSX)=(XSX)SX=SX.$$

Now write $S=UDU^\dagger$, with $U$ unitary and $D=\mathrm{diag}(d_i)$, $d_i>0$, and set $Y=U^\dagger XU$. Then

$$YDY=U^\dagger X(UDU^\dagger)XU=U^\dagger U=1,$$

so $Y$ commutes with $D$ by the same argument. The $(i,j)$ entry of $YD=DY$ gives $(d_i-d_j)Y_{ij}=0$. As the $d_i$ are distinct, $Y$ is diagonal. Its diagonal entries $y_i$ satisfy $y_i d_i y_i=1$, or

$$(y_i\sqrt{d_i}-1)(y_i\sqrt{d_i}+1)=0.$$

Hence $y_i=\sigma_i/\sqrt{d_i}$ with $\sigma_i=\pm1$, and

$$X=U\,\mathrm{diag}(\sigma_i/\sqrt{d_i})\,U^\dagger .$$

Conversely, each such matrix is Hermitian, because its diagonal factor is real, and $XSX=U\,\mathrm{diag}(\sigma_i^2)\,U^\dagger=1$. Different sign patterns give different $U^\dagger XU$, so there are $2^n$ solutions. Finally,

$$v^\dagger Xv=\sum_i \frac{\sigma_i}{\sqrt{d_i}}\,|(U^\dagger v)_i|^2$$

is positive for all $v\ne0$ exactly when every $\sigma_i=+1$. That choice is $S^{-1/2}$.

Distinctness matters for the count. For two orthonormal functions, $S=1$, and every reflection

$$\begin{pmatrix}p&q\\q&-p\end{pmatrix},\qquad p,q\in\mathbb R,\quad p^2+q^2=1,$$

is a Hermitian solution, so there are infinitely many. Symmetry can produce such degeneracies: three equivalent s functions on an equilateral triangle have a repeated overlap eigenvalue.

In the Lean statement, `n` is the finite index type of the basis functions, and the number $n$ above is `Fintype.card n`. The hypothesis `S.PosDef` says that the complex matrix `S` is Hermitian and positive definite, which stands for linear independence of the basis. Injectivity of `hS.isHermitian.eigenvalues` says that no eigenvalue repeats. The set `hermitianOrthogonalisers S` contains the Hermitian `X` with `X * S * X = 1`.

The main theorem, `count_hermitianOrthogonalisers`, states that this set has $2^n$ elements, that all of them commute with `S`, and that exactly one is positive definite. Since `ncard` assigns 0 to an infinite set, the value $2^n$ also says that the set is finite. A separate theorem, `orthogonaliser_isHermitian`, shows that under the same hypotheses every complex solution of $XSX=1$ is Hermitian anyway. The step from actual basis functions and their overlap integrals to a matrix with these properties is left to the user.

```lean
import Mathlib

open Matrix
open scoped ComplexOrder

namespace HermitianOrthogonalisers

noncomputable section

variable {n : Type*} [Fintype n] [DecidableEq n]

/-- The Hermitian matrices `X` that orthonormalise a basis with overlap matrix `S`,
that is, `X S X = 1`. -/
def hermitianOrthogonalisers (S : Matrix n n ℂ) : Set (Matrix n n ℂ) :=
  {X | X.IsHermitian ∧ X * S * X = 1}

/-- The inverse square root of `x > 0`, with sign plus for `true` and minus for `false`. -/
def signedInvSqrt (x : ℝ) (b : Bool) : ℝ := (if b then 1 else -1) / √x

/-- The matrix `U diag(±1/√d) U†` with one sign chosen for each column of `U`;
the numbers `d` are meant to be positive. -/
def signedOrthogonaliser (U : Matrix n n ℂ) (d : n → ℝ) (s : n → Bool) : Matrix n n ℂ :=
  U * diagonal (fun i => (signedInvSqrt (d i) (s i) : ℂ)) * Uᴴ

/-- For `x > 0`, the signed inverse square root is positive exactly for the plus sign. -/
theorem signedInvSqrt_pos_iff {x : ℝ} (hx : 0 < x) (b : Bool) :
    0 < signedInvSqrt x b ↔ b = true := by
  have hr : 0 < √x := Real.sqrt_pos.mpr hx
  cases b
  · have h : signedInvSqrt x false < 0 := by
      simp only [signedInvSqrt, Bool.false_eq_true, ↓reduceIte]
      exact div_neg_of_neg_of_pos (by norm_num) hr
    exact ⟨fun h' => absurd h' (not_lt_of_ge h.le), fun h' => by cases h'⟩
  · have h : 0 < signedInvSqrt x true := by
      simp only [signedInvSqrt, ↓reduceIte]
      positivity
    exact ⟨fun _ => rfl, fun _ => h⟩

/-- For `x > 0`, the complex solutions of `z x z = 1` are the two signed inverse square
roots of `x`. -/
theorem scalar_orthogonaliser_iff {x : ℝ} (hx : 0 < x) (z : ℂ) :
    z * x * z = 1 ↔ ∃ b, z = signedInvSqrt x b := by
  have hr : ((√x : ℝ) : ℂ) ^ 2 = x := by exact_mod_cast Real.sq_sqrt hx.le
  have hr0 : ((√x : ℝ) : ℂ) ≠ 0 := by exact_mod_cast (Real.sqrt_pos.mpr hx).ne'
  constructor
  · intro h
    have hf : (z * (√x : ℝ) - 1) * (z * (√x : ℝ) + 1) = 0 := by
      linear_combination h + z ^ 2 * hr
    rcases mul_eq_zero.mp hf with h1 | h1
    · refine ⟨true, ?_⟩
      simp only [signedInvSqrt, ↓reduceIte]
      push_cast
      rw [eq_div_iff hr0]
      linear_combination h1
    · refine ⟨false, ?_⟩
      simp only [signedInvSqrt, Bool.false_eq_true, ↓reduceIte]
      push_cast
      rw [eq_div_iff hr0]
      linear_combination h1
  · rintro ⟨b, rfl⟩
    cases b <;> simp only [signedInvSqrt, Bool.false_eq_true, ↓reduceIte] <;> push_cast <;>
      rw [← hr] <;> field_simp

/-- Every solution of `X S X = 1` commutes with `S`. -/
theorem orthogonaliser_commutes {S X : Matrix n n ℂ} (h : X * S * X = 1) :
    X * S = S * X := by
  calc X * S = X * S * (X * S * X) := by rw [h, Matrix.mul_one]
    _ = X * S * X * (S * X) := by simp only [Matrix.mul_assoc]
    _ = S * X := by rw [h, Matrix.one_mul]

/-- A matrix that commutes with a diagonal matrix of distinct entries is itself diagonal. -/
theorem diagonal_of_commutes {d : n → ℂ} (hd : Function.Injective d) {Y : Matrix n n ℂ}
    (h : Y * diagonal d = diagonal d * Y) : Y = diagonal (fun i => Y i i) := by
  ext i j
  by_cases hij : i = j
  · subst hij
    rw [diagonal_apply_eq]
  · have e := congrFun (congrFun h i) j
    simp only [mul_diagonal, diagonal_mul] at e
    have e' : (d i - d j) * Y i j = 0 := by linear_combination -e
    rw [diagonal_apply_ne _ hij]
    exact (mul_eq_zero.mp e').resolve_left (sub_ne_zero.mpr fun h' => hij (hd h'))

/-- Transforming `U C U†` back with a unitary `U` returns `C`. -/
theorem unitary_back_transform {U : Matrix n n ℂ} (hU : Uᴴ * U = 1) (C : Matrix n n ℂ) :
    Uᴴ * (U * C * Uᴴ) * U = C := by
  calc Uᴴ * (U * C * Uᴴ) * U = (Uᴴ * U) * C * (Uᴴ * U) := by simp only [Matrix.mul_assoc]
    _ = C := by rw [hU, Matrix.one_mul, Matrix.mul_one]

/-- If `S = U diag(d) U†` with `U` unitary and `d` positive and pairwise distinct, the solutions
of `X S X = 1` are exactly the matrices `U diag(±1/√d) U†`. -/
theorem orthogonaliser_iff {S U : Matrix n n ℂ} {d : n → ℝ} (hU : Uᴴ * U = 1)
    (hS : S = U * diagonal (fun i => (d i : ℂ)) * Uᴴ) (hd : ∀ i, 0 < d i)
    (hinj : Function.Injective d) (X : Matrix n n ℂ) :
    X * S * X = 1 ↔ ∃ s, X = signedOrthogonaliser U d s := by
  have hU' : U * Uᴴ = 1 := mul_eq_one_comm.mp hU
  subst hS
  constructor
  · intro h
    -- pass to the eigenbasis, where the solution is diagonal
    have hY : (Uᴴ * X * U) * diagonal (fun i => (d i : ℂ)) * (Uᴴ * X * U) = 1 := by
      calc _ = Uᴴ * (X * (U * diagonal (fun i => (d i : ℂ)) * Uᴴ) * X) * U := by
            simp only [Matrix.mul_assoc]
        _ = 1 := by rw [h, Matrix.mul_one, hU]
    obtain ⟨y, hy⟩ : ∃ y, Uᴴ * X * U = diagonal y :=
      ⟨_, diagonal_of_commutes (Complex.ofReal_injective.comp hinj)
        (orthogonaliser_commutes hY)⟩
    rw [hy, diagonal_mul_diagonal, diagonal_mul_diagonal] at hY
    have hs : ∀ i, ∃ b, y i = signedInvSqrt (d i) b := fun i => by
      have e := congrFun (congrFun hY i) i
      simp only [diagonal_apply_eq, one_apply_eq] at e
      exact (scalar_orthogonaliser_iff (hd i) _).mp e
    choose s hs using hs
    refine ⟨s, ?_⟩
    calc X = (U * Uᴴ) * X * (U * Uᴴ) := by rw [hU', Matrix.one_mul, Matrix.mul_one]
      _ = U * (Uᴴ * X * U) * Uᴴ := by simp only [Matrix.mul_assoc]
      _ = signedOrthogonaliser U d s := by rw [hy, funext hs, signedOrthogonaliser]
  · rintro ⟨s, rfl⟩
    have hC : diagonal (fun i => (signedInvSqrt (d i) (s i) : ℂ)) *
        diagonal (fun i => (d i : ℂ)) *
        diagonal (fun i => (signedInvSqrt (d i) (s i) : ℂ)) = 1 := by
      rw [diagonal_mul_diagonal, diagonal_mul_diagonal, ← diagonal_one]
      exact congrArg diagonal
        (funext fun i => (scalar_orthogonaliser_iff (hd i) _).mpr ⟨s i, rfl⟩)
    unfold signedOrthogonaliser
    generalize diagonal (fun i => (signedInvSqrt (d i) (s i) : ℂ)) = C at hC ⊢
    generalize diagonal (fun i => (d i : ℂ)) = D at hC ⊢
    calc U * C * Uᴴ * (U * D * Uᴴ) * (U * C * Uᴴ)
        = U * (C * (Uᴴ * U) * D * (Uᴴ * U) * C) * Uᴴ := by simp only [Matrix.mul_assoc]
      _ = 1 := by rw [hU, Matrix.mul_one, Matrix.mul_one, hC, Matrix.mul_one, hU']

/-- For unitary `U` and real `c`, the matrix `U diag(c) U†` is positive definite exactly when
all `c` are positive. -/
theorem posDef_iff_pos {U : Matrix n n ℂ} (hU : Uᴴ * U = 1) (c : n → ℝ) :
    (U * diagonal (fun i => (c i : ℂ)) * Uᴴ).PosDef ↔ ∀ i, 0 < c i := by
  have hU' : U * Uᴴ = 1 := mul_eq_one_comm.mp hU
  have inj : Function.Injective U.mulVec :=
    Function.LeftInverse.injective (g := Uᴴ.mulVec) fun x => by
      rw [mulVec_mulVec, hU, one_mulVec]
  have inj' : Function.Injective Uᴴ.mulVec :=
    Function.LeftInverse.injective (g := U.mulVec) fun x => by
      rw [mulVec_mulVec, hU', one_mulVec]
  constructor
  · intro h i
    have h1 := h.conjTranspose_mul_mul_same inj
    rw [unitary_back_transform hU, posDef_diagonal_iff] at h1
    exact_mod_cast h1 i
  · intro h
    have hD : (diagonal (fun i => (c i : ℂ))).PosDef :=
      posDef_diagonal_iff.mpr fun i => by exact_mod_cast h i
    have h1 := hD.conjTranspose_mul_mul_same inj'
    rwa [conjTranspose_conjTranspose] at h1

/-- A positive definite overlap matrix is diagonalised by a unitary matrix. -/
theorem exists_eigenbasis {S : Matrix n n ℂ} (hS : S.PosDef) :
    ∃ U : Matrix n n ℂ, Uᴴ * U = 1 ∧
      S = U * diagonal (fun i => (hS.isHermitian.eigenvalues i : ℂ)) * Uᴴ := by
  refine ⟨hS.isHermitian.eigenvectorUnitary, Unitary.coe_star_mul_self _, ?_⟩
  have h := hS.isHermitian.spectral_theorem
  rw [Unitary.conjStarAlgAut_apply] at h
  exact h

/-- If a positive definite `S` has distinct eigenvalues, every complex solution of `X S X = 1`
is Hermitian. -/
theorem orthogonaliser_isHermitian {S X : Matrix n n ℂ} (hS : S.PosDef)
    (hinj : Function.Injective hS.isHermitian.eigenvalues) (hX : X * S * X = 1) :
    X.IsHermitian := by
  obtain ⟨U, hU, hSU⟩ := exists_eigenbasis hS
  obtain ⟨s, rfl⟩ := (orthogonaliser_iff hU hSU hS.eigenvalues_pos hinj X).mp hX
  have hstar : star (fun i => (signedInvSqrt (hS.isHermitian.eigenvalues i) (s i) : ℂ)) =
      fun i => (signedInvSqrt (hS.isHermitian.eigenvalues i) (s i) : ℂ) :=
    funext fun i => Complex.conj_ofReal _
  rw [IsHermitian, signedOrthogonaliser, conjTranspose_mul, conjTranspose_mul,
    conjTranspose_conjTranspose, diagonal_conjTranspose, hstar, Matrix.mul_assoc]

/-- A positive definite `n` by `n` overlap matrix with distinct eigenvalues has exactly `2^n`
Hermitian orthogonalisers; all commute with it, and exactly one is positive definite. -/
theorem count_hermitianOrthogonalisers {S : Matrix n n ℂ} (hS : S.PosDef)
    (hinj : Function.Injective hS.isHermitian.eigenvalues) :
    (hermitianOrthogonalisers S).ncard = 2 ^ Fintype.card n ∧
      (∀ X ∈ hermitianOrthogonalisers S, X * S = S * X) ∧
      ∃! X, X ∈ hermitianOrthogonalisers S ∧ X.PosDef := by
  obtain ⟨U, hU, hSU⟩ := exists_eigenbasis hS
  have hd := hS.eigenvalues_pos
  have key := orthogonaliser_iff hU hSU hd hinj
  have hmem : ∀ s, signedOrthogonaliser U hS.isHermitian.eigenvalues s ∈
      hermitianOrthogonalisers S := fun s =>
    ⟨orthogonaliser_isHermitian hS hinj ((key _).mpr ⟨s, rfl⟩), (key _).mpr ⟨s, rfl⟩⟩
  refine ⟨?_, fun X hX => orthogonaliser_commutes hX.2, ?_⟩
  · -- the solutions are labelled by the sign patterns, without repetition
    have hrange : hermitianOrthogonalisers S =
        signedOrthogonaliser U hS.isHermitian.eigenvalues '' Set.univ := by
      ext X
      constructor
      · intro hX
        obtain ⟨s, hs⟩ := (key X).mp hX.2
        exact ⟨s, Set.mem_univ s, hs.symm⟩
      · rintro ⟨s, -, rfl⟩
        exact hmem s
    have hsinj : Function.Injective
        (signedOrthogonaliser U hS.isHermitian.eigenvalues) := by
      intro s t hst
      have h1 := congrArg (fun M => Uᴴ * M * U) hst
      simp only [signedOrthogonaliser, unitary_back_transform hU] at h1
      funext i
      have h2 := Complex.ofReal_injective (congrFun (diagonal_injective h1) i)
      rw [Bool.eq_iff_iff, ← signedInvSqrt_pos_iff (hd i), ← signedInvSqrt_pos_iff (hd i), h2]
    rw [hrange, Set.ncard_image_of_injective _ hsinj, Set.ncard_univ,
      Nat.card_eq_fintype_card]
    simp
  · -- positive definiteness selects the plus sign everywhere
    refine ⟨signedOrthogonaliser U hS.isHermitian.eigenvalues (fun _ => true),
      ⟨hmem _, (posDef_iff_pos hU _).mpr fun i =>
        (signedInvSqrt_pos_iff (hd i) true).mpr rfl⟩, ?_⟩
    rintro Y ⟨hY, hp⟩
    obtain ⟨s, rfl⟩ := (key Y).mp hY.2
    have hs : s = fun _ => true := funext fun i =>
      (signedInvSqrt_pos_iff (hd i) (s i)).mp
        ((posDef_iff_pos hU
          (fun i => signedInvSqrt (hS.isHermitian.eigenvalues i) (s i))).mp hp i)
    rw [hs]

/-- Two orthonormal basis functions, with overlap matrix `1`, have infinitely many Hermitian
orthogonalisers. -/
theorem degenerate_infinite :
    (hermitianOrthogonalisers (1 : Matrix (Fin 2) (Fin 2) ℂ)).Infinite := by
  -- real reflections, labelled by their upper left entry
  have hrefl : ∀ p q : ℝ, p ^ 2 + q ^ 2 = 1 →
      !![(p : ℂ), (q : ℂ); (q : ℂ), -(p : ℂ)] ∈ hermitianOrthogonalisers 1 := by
    intro p q h
    have hc : (p : ℂ) ^ 2 + (q : ℂ) ^ 2 = 1 := by exact_mod_cast h
    constructor
    · ext i j
      fin_cases i <;> fin_cases j <;> simp [conjTranspose_apply]
    · rw [Matrix.mul_one, mul_fin_two, one_fin_two,
        show (p : ℂ) * p + q * q = 1 by linear_combination hc,
        show (p : ℂ) * q + q * -p = 0 by ring,
        show (q : ℂ) * p + -p * q = 0 by ring,
        show (q : ℂ) * q + -p * -p = 1 by linear_combination hc]
  refine Set.infinite_of_injOn_mapsTo (s := Set.Icc (0 : ℝ) 1)
    (f := fun p : ℝ => !![(p : ℂ), ((√(1 - p ^ 2) : ℝ) : ℂ);
      ((√(1 - p ^ 2) : ℝ) : ℂ), -(p : ℂ)]) ?_ ?_ (Set.Icc_infinite one_pos)
  · intro p _ r _ h
    have h0 : (p : ℂ) = (r : ℂ) := congrFun (congrFun h 0) 0
    exact Complex.ofReal_injective h0
  · intro p hp
    have h1 : 0 ≤ 1 - p ^ 2 := by nlinarith [hp.1, hp.2]
    exact hrefl p _ (by rw [Real.sq_sqrt h1]; ring)

end

end HermitianOrthogonalisers
```

```lean
#print axioms HermitianOrthogonalisers.count_hermitianOrthogonalisers
-- 'HermitianOrthogonalisers.count_hermitianOrthogonalisers' depends on axioms: [propext, Classical.choice, Quot.sound]
#print axioms HermitianOrthogonalisers.degenerate_infinite
-- 'HermitianOrthogonalisers.degenerate_infinite' depends on axioms: [propext, Classical.choice, Quot.sound]
```

The proof takes the same route. `orthogonaliser_commutes` is the first chain of equalities, `diagonal_of_commutes` removes the off-diagonal entries, and `scalar_orthogonaliser_iff` factors the scalar equation. `orthogonaliser_iff` joins them in the eigenbasis, where `choose` collects the individual signs into one pattern `s`, with `true` for plus and `false` for minus. The eigenbasis itself comes from the spectral theorem, through `exists_eigenbasis`.

For the count, `hrange` identifies the solution set with the image of all sign patterns, and `hsinj` shows that no two patterns give the same matrix: it transforms back with `U` and reads each sign from the positivity of the diagonal entry. For the last claim, `posDef_iff_pos` transfers positive definiteness between $X$ and its diagonal form by a change of basis, in place of the explicit sum above. `degenerate_infinite` labels reflections by $p\in[0,1]$, with $q=\sqrt{1-p^2}$, and different $p$ give different matrices.

For electronic-structure codes with a finite basis and a non-degenerate overlap matrix, this means that a small residual $XSX-1$ does not by itself identify Löwdin's matrix, since the other sign patterns make the residual vanish too. Among the exact solutions, Löwdin's is the one whose eigenvalues are all positive.
